# For N ≥ 2, the homogeneous D-to-Q map acts by a scalar on each of three kinds of pair matrix

The two-particle matrix D of an N-fermion state with N ≥ 2 determines its two-hole matrix Q, and the question is what the map from one to the other does to a general matrix. For this the map must be extended beyond the D of actual states. The choice made here is to write its constant term as a multiple of tr D, which makes the map linear, or homogeneous.

## From two particles to two holes

Take r orthonormal spin orbitals with annihilators a_i, and a state ρ with exactly N ≥ 2 particles. Write ⟨X⟩ = tr(ρX) and

γ_ik = ⟨a_i† a_k⟩

D(ij,kl) = ⟨a_i† a_j† a_l a_k⟩

Q(ij,kl) = ⟨a_k a_l a_j† a_i†⟩.

Many texts define Q with its two index pairs exchanged. The order used here lets D enter the map untransposed. Pairs are ordered, so tr D will be N(N−1), not half of it.

Moving the creators to the left with a_l a_j† = δ_jl − a_j† a_l gives

a_k a_l a_j† a_i† = δ_jl (δ_ik − a_i† a_k) − (δ_jk − a_j† a_k)(δ_il − a_i† a_l).

The product at the end contains a_j† a_k a_i† a_l, which equals δ_ik a_j† a_l − a_j† a_i† a_k a_l. Two sign changes turn a_j† a_i† a_k a_l into a_i† a_j† a_l a_k. Taking expectations,

Q(ij,kl) = δ_ik δ_jl − δ_il δ_jk − (γ_ik δ_jl + δ_ik γ_jl − γ_il δ_jk − δ_il γ_jk) + D(ij,kl).

With A = 1 − swap and W(M) = (M⊗1 + 1⊗M)A, this reads

Q = A − W(γ) + D.

To express γ through D, define the contraction C(D)_ik = Σ_j D(ij,kj) and let n = Σ_j a_j† a_j. Since n a_k = a_k (n − 1) and nρ = Nρ, cyclicity of the trace gives

C(D)_ik = ⟨a_i† n a_k⟩ = ⟨a_i† a_k (n − 1)⟩ = (N−1) γ_ik.

Also tr γ = ⟨n⟩ = N, so tr D = tr C(D) = N(N−1). The homogeneous map is therefore

F(D) = [tr D / (N(N−1))] A − W(C(D))/(N−1) + D.

## The three factors

For every N ≥ 2 and every r:

F(A) = [(r−N)(r−N−1) / (N(N−1))] A

F(W(M)) = −[(r−N−1)/(N−1)] W(M), if tr M = 0

F(X) = X, if C(X) = 0.

The last line does not require X to be antisymmetric. For very small r some of these matrices vanish and the equations hold trivially.

For the first line, C(A) = (r−1)1, tr A = r(r−1) and W(1) = 2A. The factor is

r(r−1)/(N(N−1)) − 2(r−1)/(N−1) + 1 = (r−N)(r−N−1)/(N(N−1)).

For the second, summing the entries of W(M) gives

C(W(M)) = rM + (tr M)1 − M − M = (r−2)M + (tr M)1.

If tr M = 0, then W(M) has zero trace as well, and the factor is

1 − (r−2)/(N−1) = −(r−N−1)/(N−1).

For the third, C(X) = 0 implies tr X = 0, so only the last term of F survives.

Variational calculations that optimise D in a finite orbital basis at fixed N can impose positivity of Q through this map; the three factors describe its linear action, not positivity itself.

## A matrix M with a trace, and the way back from Q

Without any condition on M the second line fails. Take r = N = 2 and M = 1. Then W(1) = 2A is nonzero and F(W(1)) = 0, whereas the second line would give the factor 1.

The same factors also yield an inverse, a consequence argued here in prose only. If N ≥ 2 and r−N ≥ 2, the map with r−N in place of N undoes F, because its factors are the reciprocals. This covers all pair matrices: split C(D) as c1 + M with tr M = 0, and subtract cA/(r−1) + W(M)/(r−2) from D. The remainder is contraction-free.

## How the Lean objects represent fermions

`PairMatrix r` is the type of complex matrices indexed by ordered orbital pairs. `exchange r` is the swap, `lift M` is W(M), `contr D` is C(D), and `dToQ N D` is F(D). The theorem `dToQ_action` states the three lines above as one conjunction, with `2 ≤ N` as its only general assumption. The numbers r and N enter the factors as complex numbers, so r < N is allowed algebraically.

The second main theorem, `dToQ_twoRDM`, says that F sends the D of a state to its Q. Here `IsCAR` postulates the anticommutation relations, which encode Fermi statistics, for finite matrices whose adjoint is the conjugate transpose. `IsNParticle` requires tr ρ = 1 and nρ = Nρ, that is, normalisation and a sharp particle number. Neither Hermiticity nor positivity of ρ is needed, so density operators with exactly N particles are a special case. Real electrons have an infinite one-particle space, which the model replaces by r spin orbitals.

```lean
import Mathlib

open Matrix
open scoped Kronecker

namespace HomogeneousDToQ

noncomputable section

variable {r : ℕ} {m : Type*} [Fintype m] [DecidableEq m]

/-- Matrices on ordered pairs of `r` orbitals. -/
abbrev PairMatrix (r : ℕ) := Matrix (Fin r × Fin r) (Fin r × Fin r) ℂ

/-- The swap of the two particles. -/
def exchange (r : ℕ) : PairMatrix r := fun p q => if p = q.swap then 1 else 0

/-- The antisymmetrized lift `(M ⊗ 1 + 1 ⊗ M)(1 - swap)` of a one-particle matrix. -/
def lift (M : Matrix (Fin r) (Fin r) ℂ) : PairMatrix r :=
  (M ⊗ₖ 1 + 1 ⊗ₖ M) * (1 - exchange r)

/-- The contraction `∑ j, D(ij,kj)` over the second particle. -/
def contr (D : PairMatrix r) : Matrix (Fin r) (Fin r) ℂ :=
  fun i k => ∑ j, D (i, j) (k, j)

/-- The homogeneous, untransposed D-to-Q map for `N` particles. The formula is meant for `N ≥ 2`;
for `N = 0` and `N = 1` it contains a division by zero, which Lean evaluates to zero. -/
def dToQ (N : ℕ) (D : PairMatrix r) : PairMatrix r :=
  (D.trace / ((N : ℂ) * (N - 1))) • (1 - exchange r)
    - (1 / ((N : ℂ) - 1)) • lift (contr D) + D

/-- The entries of `1 - swap` are antisymmetrized products of Kronecker deltas. -/
theorem one_sub_exchange_apply (i j k l : Fin r) :
    (1 - exchange r) (i, j) (k, l) =
      (1 : Matrix (Fin r) (Fin r) ℂ) i k * (1 : Matrix (Fin r) (Fin r) ℂ) j l
      - (1 : Matrix (Fin r) (Fin r) ℂ) i l * (1 : Matrix (Fin r) (Fin r) ℂ) j k := by
  have h : ∀ x y u v : Fin r, (if (x, y) = (u, v) then (1 : ℂ) else 0) =
      (1 : Matrix (Fin r) (Fin r) ℂ) x u * (1 : Matrix (Fin r) (Fin r) ℂ) y v := by
    intro x y u v
    by_cases h1 : x = u <;> by_cases h2 : y = v <;> simp [Matrix.one_apply, h1, h2]
  rw [Matrix.sub_apply, Matrix.one_apply]
  exact congrArg₂ (fun s t : ℂ => s - t) (h i j k l) (h i j l k)

/-- The entries of the antisymmetrized lift of a one-particle matrix. -/
theorem lift_apply (M : Matrix (Fin r) (Fin r) ℂ) (i j k l : Fin r) :
    lift M (i, j) (k, l) =
      M i k * (1 : Matrix (Fin r) (Fin r) ℂ) j l + (1 : Matrix (Fin r) (Fin r) ℂ) i k * M j l
      - M i l * (1 : Matrix (Fin r) (Fin r) ℂ) j k
      - (1 : Matrix (Fin r) (Fin r) ℂ) i l * M j k := by
  have hs : ∀ X : PairMatrix r, (X * exchange r) (i, j) (k, l) = X (i, j) (l, k) := by
    intro X
    simp [Matrix.mul_apply, exchange]
  rw [lift, Matrix.mul_sub, Matrix.mul_one, Matrix.sub_apply, hs]
  simp only [Matrix.add_apply, Matrix.kroneckerMap_apply]
  ring

/-- The lift is homogeneous in the one-particle matrix. -/
theorem lift_smul (c : ℂ) (M : Matrix (Fin r) (Fin r) ℂ) : lift (c • M) = c • lift M := by
  ext ⟨i, j⟩ ⟨k, l⟩
  simp only [lift_apply, Matrix.smul_apply, smul_eq_mul]
  ring

/-- Contracting one particle and then the other gives the full trace. -/
theorem trace_contr (D : PairMatrix r) : (contr D).trace = D.trace := by
  simp [Matrix.trace, contr, Fintype.sum_prod_type]

/-- The contraction of the lift of `M` is `(r - 2) M + (trace M) 1`. -/
theorem contr_lift (M : Matrix (Fin r) (Fin r) ℂ) :
    contr (lift M) = ((r : ℂ) - 2) • M + M.trace • 1 := by
  ext i k
  have h1 : ∑ j, M i j * (1 : Matrix (Fin r) (Fin r) ℂ) j k = M i k := by
    rw [← Matrix.mul_apply, Matrix.mul_one]
  have h2 : ∑ j, (1 : Matrix (Fin r) (Fin r) ℂ) i j * M j k = M i k := by
    rw [← Matrix.mul_apply, Matrix.one_mul]
  have h3 : ∑ j, (1 : Matrix (Fin r) (Fin r) ℂ) j j = r := by simp
  simp only [contr, lift_apply, Finset.sum_sub_distrib, Finset.sum_add_distrib,
    ← Finset.mul_sum, h1, h2, h3, Matrix.add_apply, Matrix.smul_apply, smul_eq_mul,
    Matrix.trace, Matrix.diag_apply]
  ring

/-- For `N ≥ 2` the D-to-Q map multiplies `1 - swap` by `(r-N)(r-N-1)/(N(N-1))` and the lift
of a traceless `M` by `-(r-N-1)/(N-1)`, and it fixes every contraction-free matrix. -/
theorem dToQ_action (N : ℕ) (hN : 2 ≤ N) :
    dToQ N (1 - exchange r) =
      (((r : ℂ) - N) * (r - N - 1) / (N * (N - 1))) • (1 - exchange r) ∧
    (∀ M : Matrix (Fin r) (Fin r) ℂ, M.trace = 0 →
      dToQ N (lift M) = (-((r : ℂ) - N - 1) / (N - 1)) • lift M) ∧
    (∀ X : PairMatrix r, contr X = 0 → dToQ N X = X) := by
  have h0 : (N : ℂ) ≠ 0 := by exact_mod_cast (by omega : N ≠ 0)
  have h1 : (N : ℂ) - 1 ≠ 0 := sub_ne_zero.mpr (by exact_mod_cast (by omega : N ≠ 1))
  refine ⟨?_, fun M hM => ?_, fun X hX => ?_⟩
  · -- `1 - swap` contracts to `(r - 1) 1`, whose lift is again a multiple of `1 - swap`
    have hc : contr (1 - exchange r) = ((r : ℂ) - 1) • 1 := by
      ext i k
      have h2 : ∑ j, (1 : Matrix (Fin r) (Fin r) ℂ) i j * (1 : Matrix (Fin r) (Fin r) ℂ) j k
          = (1 : Matrix (Fin r) (Fin r) ℂ) i k := by
        rw [← Matrix.mul_apply, Matrix.mul_one]
      have h3 : ∑ j, (1 : Matrix (Fin r) (Fin r) ℂ) j j = r := by simp
      simp only [contr, one_sub_exchange_apply, Finset.sum_sub_distrib, ← Finset.mul_sum,
        h2, h3, Matrix.smul_apply, smul_eq_mul]
      ring
    have hl : lift (1 : Matrix (Fin r) (Fin r) ℂ) = (2 : ℂ) • (1 - exchange r) := by
      ext ⟨i, j⟩ ⟨k, l⟩
      rw [Matrix.smul_apply, one_sub_exchange_apply, lift_apply, smul_eq_mul]
      ring
    rw [dToQ, ← trace_contr, hc, lift_smul, hl, Matrix.trace_smul, Matrix.trace_one,
      Fintype.card_fin]
    generalize 1 - exchange r = E
    ext p q
    simp only [Matrix.add_apply, Matrix.sub_apply, Matrix.smul_apply, smul_eq_mul]
    field_simp
    ring
  · have hc : contr (lift M) = ((r : ℂ) - 2) • M := by
      rw [contr_lift, hM, zero_smul, add_zero]
    rw [dToQ, ← trace_contr, hc, lift_smul, Matrix.trace_smul, hM, smul_zero, zero_div,
      zero_smul]
    generalize lift M = W
    ext p q
    simp only [Matrix.add_apply, Matrix.sub_apply, Matrix.smul_apply, Matrix.zero_apply,
      smul_eq_mul]
    field_simp
    ring
  · have ht : X.trace = 0 := by rw [← trace_contr, hX, Matrix.trace_zero]
    have hl : lift (0 : Matrix (Fin r) (Fin r) ℂ) = 0 := by
      ext ⟨i, j⟩ ⟨k, l⟩
      simp [lift_apply]
    simp [dToQ, ht, hX, hl]

/-- Fermionic annihilators `a i`: the canonical anticommutation relations. -/
structure IsCAR (a : Fin r → Matrix m m ℂ) : Prop where
  anti : ∀ i j, a i * a j + a j * a i = 0
  mixed : ∀ i k, (a i)ᴴ * a k + a k * (a i)ᴴ = if i = k then 1 else 0

/-- A trace-one matrix `ρ` whose range lies in the `N`-particle sector. -/
structure IsNParticle (a : Fin r → Matrix m m ℂ) (N : ℕ) (ρ : Matrix m m ℂ) : Prop where
  trace_one : ρ.trace = 1
  number : (∑ i, (a i)ᴴ * a i) * ρ = (N : ℂ) • ρ

/-- The one-particle matrix `⟨a_i† a_k⟩`. -/
def oneRDM (a : Fin r → Matrix m m ℂ) (ρ : Matrix m m ℂ) : Matrix (Fin r) (Fin r) ℂ :=
  fun i k => (ρ * ((a i)ᴴ * a k)).trace

/-- The two-particle matrix `D(ij,kl) = ⟨a_i† a_j† a_l a_k⟩`. -/
def twoRDM (a : Fin r → Matrix m m ℂ) (ρ : Matrix m m ℂ) : PairMatrix r :=
  fun p q => (ρ * ((a p.1)ᴴ * (a p.2)ᴴ * a q.2 * a q.1)).trace

/-- The two-hole matrix `Q(ij,kl) = ⟨a_k a_l a_j† a_i†⟩`. -/
def holeRDM (a : Fin r → Matrix m m ℂ) (ρ : Matrix m m ℂ) : PairMatrix r :=
  fun p q => (ρ * (a q.1 * a q.2 * (a p.2)ᴴ * (a p.1)ᴴ)).trace

/-- For fermions in an `N`-particle state, `D` contracts to `N - 1` times the one-particle
matrix. -/
theorem contr_twoRDM {a : Fin r → Matrix m m ℂ} {N : ℕ} {ρ : Matrix m m ℂ}
    (ha : IsCAR a) (hρ : IsNParticle a N ρ) :
    contr (twoRDM a ρ) = ((N : ℂ) - 1) • oneRDM a ρ := by
  ext i k
  change ∑ j, (ρ * ((a i)ᴴ * (a j)ᴴ * a j * a k)).trace
    = ((N : ℂ) - 1) * (ρ * ((a i)ᴴ * a k)).trace
  -- an annihilator lowers the particle number by one
  have hn : (∑ j, (a j)ᴴ * a j) * a k = a k * (∑ j, (a j)ᴴ * a j) - a k := by
    have hj : ∀ j, (a j)ᴴ * a j * a k
        = a k * ((a j)ᴴ * a j) - (if j = k then 1 else 0) * a j := by
      intro j
      rw [← ha.mixed j k, mul_assoc, eq_neg_of_add_eq_zero_left (ha.anti j k)]
      noncomm_ring
    rw [Finset.sum_mul, Finset.sum_congr rfl (fun j _ => hj j), Finset.sum_sub_distrib,
      ← Finset.mul_sum]
    simp
  have h : ∑ j, (a i)ᴴ * (a j)ᴴ * a j * a k
      = (a i)ᴴ * a k * (∑ j, (a j)ᴴ * a j) - (a i)ᴴ * a k := by
    calc _ = (a i)ᴴ * ((∑ j, (a j)ᴴ * a j) * a k) := by
          simp only [Finset.mul_sum, Finset.sum_mul, mul_assoc]
      _ = _ := by rw [hn, mul_sub, mul_assoc]
  have ht : (ρ * ((a i)ᴴ * a k * (∑ j, (a j)ᴴ * a j))).trace
      = N * (ρ * ((a i)ᴴ * a k)).trace := by
    rw [← mul_assoc, Matrix.trace_mul_comm, ← mul_assoc, hρ.number, smul_mul_assoc,
      Matrix.trace_smul, smul_eq_mul]
  rw [← Matrix.trace_sum, ← Finset.mul_sum, h, mul_sub, Matrix.trace_sub, ht]
  ring

/-- For fermions in an `N`-particle state with `N ≥ 2`, the D-to-Q map sends the
two-particle matrix to the two-hole matrix. -/
theorem dToQ_twoRDM {a : Fin r → Matrix m m ℂ} {N : ℕ} {ρ : Matrix m m ℂ}
    (ha : IsCAR a) (hρ : IsNParticle a N ρ) (hN : 2 ≤ N) :
    dToQ N (twoRDM a ρ) = holeRDM a ρ := by
  have h0 : (N : ℂ) ≠ 0 := by exact_mod_cast (by omega : N ≠ 0)
  have h1 : (N : ℂ) - 1 ≠ 0 := sub_ne_zero.mpr (by exact_mod_cast (by omega : N ≠ 1))
  have hg : (oneRDM a ρ).trace = N := by
    change ∑ i, (ρ * ((a i)ᴴ * a i)).trace = (N : ℂ)
    rw [← Matrix.trace_sum, ← Finset.mul_sum, Matrix.trace_mul_comm, hρ.number,
      Matrix.trace_smul, hρ.trace_one, smul_eq_mul, mul_one]
  have hQ : dToQ N (twoRDM a ρ) = (1 - exchange r) - lift (oneRDM a ρ) + twoRDM a ρ := by
    rw [dToQ, ← trace_contr, contr_twoRDM ha hρ, lift_smul, Matrix.trace_smul, hg,
      smul_smul, smul_eq_mul, mul_comm ((N : ℂ) - 1) (N : ℂ), div_self (mul_ne_zero h0 h1),
      one_div_mul_cancel h1, one_smul, one_smul]
  ext ⟨i, j⟩ ⟨k, l⟩
  -- move the creators to the left in the two-hole string
  have hm : ∀ x y, a y * (a x)ᴴ
      = (1 : Matrix (Fin r) (Fin r) ℂ) x y • (1 : Matrix m m ℂ) - (a x)ᴴ * a y := by
    intro x y
    rw [eq_sub_iff_add_eq, add_comm, ha.mixed]
    by_cases h : x = y <;> simp [Matrix.one_apply, h]
  have hm' : ∀ x y (Z : Matrix m m ℂ), a y * ((a x)ᴴ * Z)
      = (1 : Matrix (Fin r) (Fin r) ℂ) x y • Z - (a x)ᴴ * (a y * Z) := by
    intro x y Z
    rw [← mul_assoc, hm, sub_mul, smul_mul_assoc, one_mul, mul_assoc]
  have hc : (a j)ᴴ * (a i)ᴴ + (a i)ᴴ * (a j)ᴴ = 0 := by
    simpa only [Matrix.conjTranspose_add, Matrix.conjTranspose_mul,
      Matrix.conjTranspose_zero] using congrArg Matrix.conjTranspose (ha.anti i j)
  have hf : (a j)ᴴ * ((a i)ᴴ * (a k * a l)) = (a i)ᴴ * ((a j)ᴴ * (a l * a k)) := by
    rw [← mul_assoc, eq_neg_of_add_eq_zero_left hc,
      eq_neg_of_add_eq_zero_left (ha.anti k l), neg_mul_neg, mul_assoc]
  rw [hQ, Matrix.add_apply, Matrix.sub_apply, one_sub_exchange_apply, lift_apply]
  simp only [holeRDM, twoRDM, oneRDM, mul_assoc, hm', hm, mul_sub, sub_mul, mul_smul_comm,
    smul_mul_assoc, smul_sub, mul_one, hf, Matrix.trace_sub, Matrix.trace_smul, hρ.trace_one, smul_eq_mul]
  ring

/-- Jordan–Wigner annihilators of three modes; the bits of the basis label are the
occupations. -/
def jordanWigner (i : Fin 3) : Matrix (Fin 8) (Fin 8) ℤ := fun s t =>
  if t.val = s.val + 2 ^ i.val ∧ s.val / 2 ^ i.val % 2 = 0 then
    (-1) ^ (t.val % 2 ^ i.val % 2 + t.val % 2 ^ i.val / 2) else 0

/-- The three Jordan–Wigner modes, as complex matrices, obey the anticommutation relations,
and the projector on the basis state with the first two modes filled is a two-particle state. -/
theorem dToQ_twoRDM_witness :
    IsCAR (fun i => (Int.castRingHom ℂ).mapMatrix (jordanWigner i)) ∧
    IsNParticle (fun i => (Int.castRingHom ℂ).mapMatrix (jordanWigner i)) 2
      (Matrix.single 3 3 1) := by
  have hT : ∀ X : Matrix (Fin 8) (Fin 8) ℤ, ((Int.castRingHom ℂ).mapMatrix X)ᴴ
      = (Int.castRingHom ℂ).mapMatrix Xᵀ := by
    intro X
    ext i j
    simp
  have hS : (Matrix.single 3 3 1 : Matrix (Fin 8) (Fin 8) ℂ)
      = (Int.castRingHom ℂ).mapMatrix (Matrix.single 3 3 1) := by
    ext i j
    simp [Matrix.single_apply]
  -- the relations are finite integer identities
  have h1 : ∀ i j, jordanWigner i * jordanWigner j + jordanWigner j * jordanWigner i = 0 := by
    decide +kernel
  have h2 : ∀ i k, (jordanWigner i)ᵀ * jordanWigner k + jordanWigner k * (jordanWigner i)ᵀ
      = if i = k then 1 else 0 := by
    decide +kernel
  have h3 : (∑ i, (jordanWigner i)ᵀ * jordanWigner i) * Matrix.single 3 3 1
      = Matrix.single 3 3 1 + Matrix.single 3 3 1 := by
    decide +kernel
  refine ⟨⟨fun i j => ?_, fun i k => ?_⟩, ⟨?_, ?_⟩⟩
  · simp only [← map_mul, ← map_add, h1, map_zero]
  · simp only [hT, ← map_mul, ← map_add, h2]
    split_ifs
    exacts [map_one _, map_zero _]
  · simp [Matrix.trace]
  · rw [hS]
    simp only [hT, ← map_mul, ← map_sum, h3]
    rw [map_add, Nat.cast_ofNat, two_smul]

end

end HomogeneousDToQ
```

```lean
#print axioms HomogeneousDToQ.dToQ_action
-- 'HomogeneousDToQ.dToQ_action' depends on axioms: [propext, Classical.choice, Quot.sound]
#print axioms HomogeneousDToQ.dToQ_twoRDM
-- 'HomogeneousDToQ.dToQ_twoRDM' depends on axioms: [propext, Classical.choice, Quot.sound]
```

## From matrix entries to operator strings

`one_sub_exchange_apply` and `lift_apply` write A and W(M) in Kronecker deltas; the latter uses that multiplication by the swap on the right exchanges the column indices. `lift_smul` takes scalars out of W, `trace_contr` gives tr C(D) = tr D, and `contr_lift` is the four-term sum for C(W(M)).

`dToQ_action` treats the three lines in turn. In the first two, `hc` supplies the contraction, and in the first `hl` supplies W(1) = 2A. Once these are inserted, the matrix is replaced by a single letter, and `field_simp` and `ring` verify the scalar identity entry by entry. The third part sets the trace and the contraction to zero.

In `contr_twoRDM`, `hn` is the relation n a_k = a_k n − a_k, and `ht` uses cyclicity to bring n next to ρ. `dToQ_twoRDM` first reduces F(D) to A − W(γ) + D in `hQ`. The rules `hm` and `hm'` then move creators to the left, and `hf` performs the two compensating sign changes. Linearity of the trace and `ring` match the remaining terms.

`dToQ_twoRDM_witness` gives a concrete instance of the assumptions: three Jordan–Wigner modes on an eight-dimensional space, with modes 0 and 1 filled. The relations are checked by `decide +kernel` as integer matrix identities and then carried over to complex matrices.
